# A truncated ladder of electron-hole attractions never overestimates the static polarizability of a stable full ladder

Let D be a positive definite matrix of transition energies and W a positive semidefinite matrix of electron-hole attractions, and suppose that D − W is positive definite. Then the partial sums of the ladder series

L_N = Σ_{k<N} D⁻¹ (W D⁻¹)^k

increase with N and stay below (D − W)⁻¹. The order is the Loewner order, in which A ≤ B means that B − A is positive semidefinite. If moreover W ≤ qD with 0 < q < 1, the part missed by L_N is at most q^N (D − W)⁻¹.

For GW calculations with vertex corrections this means that keeping only the first few rungs gives a lower bound on the magnitude of the full-ladder static irreducible polarizability, in a model with finitely many transitions, a fixed, static W and no coupling between resonant and antiresonant transitions.

In Lean 4 with Mathlib:

```lean
import Mathlib

open Matrix
open scoped ComplexOrder

namespace LadderVertexPolarizability

noncomputable section

variable {n : Type*} [Fintype n] [DecidableEq n]
```

## Transition energies, attraction and ladder

The index type `n` labels electron-hole transitions. L_0 is zero, L_1 = D⁻¹ is the bubble without vertex correction, and each further term adds one interaction.

```lean
/-- The electron-hole propagator with the first `N` terms `D⁻¹ (W D⁻¹)^k` of the ladder series,
for an invertible matrix `D` of transition energies and an attraction `W`. -/
def ladder (D W : Matrix n n ℂ) (N : ℕ) : Matrix n n ℂ :=
  ∑ k ∈ Finset.range N, D⁻¹ * (W * D⁻¹) ^ k
```

For transition amplitudes d, the magnitude of the static irreducible polarizability is d†Pd up to a positive prefactor, where P is the electron-hole propagator. Irreducible means that the repulsive electron-hole exchange is left out. This is the polarizability meant throughout.

```lean
/-- The magnitude of the static polarizability, up to a positive prefactor, for an electron-hole
propagator `P` and transition amplitudes `d`. -/
def response (P : Matrix n n ℂ) (d : n → ℂ) : ℂ := star d ⬝ᵥ P *ᵥ d
```

In Mathlib both `PosDef` and `PosSemidef` include hermiticity. The condition on W says that the interaction raises the energy of no pair state. The condition on D − W says that the attraction pulls no excitation energy down to zero, so the model has no excitonic instability. Both are assumed here, not derived from a screened Coulomb interaction. The model has no frequency dependence, no coupling between resonant and antiresonant transitions, and no feedback of P on W.

## The exact remainder

Positive definite matrices are invertible, which gives the cancellations used below.

```lean
/-- A positive definite matrix is inverted by its matrix inverse from both sides. -/
theorem inverse_pair {A : Matrix n n ℂ} (hA : A.PosDef) : A * A⁻¹ = 1 ∧ A⁻¹ * A = 1 := by
  have h : IsUnit A.det := (Matrix.isUnit_iff_isUnit_det A).mp hA.isUnit
  exact ⟨Matrix.mul_nonsing_inv A h, Matrix.nonsing_inv_mul A h⟩
```

Write X = (D − W)⁻¹ and B = W D⁻¹. Splitting D into (D − W) + W gives

X = X D D⁻¹ = X (D − W) D⁻¹ + X W D⁻¹ = D⁻¹ + X B.

This is the Dyson equation of the ladder. In the code, `key` is the splitting, and the rewriting carries out the cancellations.

```lean
/-- Dyson equation of the ladder: for positive definite `D` and `D - W`, the full propagator is the
free one plus the full one followed by one more interaction and free propagation. -/
theorem dyson {D W : Matrix n n ℂ} (hD : D.PosDef) (hM : (D - W).PosDef) :
    (D - W)⁻¹ = D⁻¹ + (D - W)⁻¹ * (W * D⁻¹) := by
  have key : ∀ X E : Matrix n n ℂ, X * (D * E) = X * (D - W) * E + X * (W * E) := by
    intro X E
    rw [mul_sub, sub_mul, mul_assoc, mul_assoc, sub_add_cancel]
  have h := key (D - W)⁻¹ D⁻¹
  rwa [(inverse_pair hD).1, (inverse_pair hM).2, mul_one, one_mul] at h
```

The remainder after N terms is X B^N. For N = 0 it is X itself. If it holds for N, then

X − L_{N+1} = X B^N − D⁻¹ B^N = (X − D⁻¹) B^N = X B B^N = X B^{N+1}.

```lean
/-- For positive definite `D` and `D - W`, the part of the full propagator missed by `N` ladder
terms is exactly `(D - W)⁻¹ (W D⁻¹)^N`. -/
theorem truncation_error {D W : Matrix n n ℂ} (hD : D.PosDef) (hM : (D - W).PosDef) (N : ℕ) :
    (D - W)⁻¹ - ladder D W N = (D - W)⁻¹ * (W * D⁻¹) ^ N := by
  induction N with
  | zero => simp [ladder]
  | succ N ih =>
    have hs : ladder D W (N + 1) = ladder D W N + D⁻¹ * (W * D⁻¹) ^ N := by
      simp only [ladder, Finset.sum_range_succ]
    have hd : (D - W)⁻¹ - D⁻¹ = (D - W)⁻¹ * (W * D⁻¹) :=
      sub_eq_of_eq_add' (dyson hD hM)
    rw [hs, ← sub_sub, ih, ← sub_mul, hd, pow_succ', mul_assoc]
```

## Positivity, two rungs at a time

It remains to show that X B^N is positive semidefinite, although B is in general not Hermitian. The adjoint of the Dyson equation is X = D⁻¹ + B†X, and comparison with the original gives

B†X = X B.

```lean
/-- The full propagator may absorb an interaction from the left or from the right, for positive
definite `D` and `D - W`. -/
theorem intertwine {D W : Matrix n n ℂ} (hD : D.PosDef) (hM : (D - W).PosDef) :
    (W * D⁻¹)ᴴ * (D - W)⁻¹ = (D - W)⁻¹ * (W * D⁻¹) := by
  have h := dyson hD hM
  have h' := congrArg Matrix.conjTranspose h
  rw [Matrix.conjTranspose_add, Matrix.conjTranspose_mul, hM.inv.isHermitian.eq,
    hD.inv.isHermitian.eq] at h'
  exact add_left_cancel (h'.symm.trans h)
```

For any P with B†P = P B,

P B^{N+2} = B† (P B^N) B.

Enclosing a positive semidefinite matrix between B† and B keeps it positive semidefinite. Positivity therefore passes from N to N + 2, and only N = 0 and N = 1 need separate input. The three cases of the recursion are exactly these.

```lean
/-- If `Bᴴ P = P B` and both `P` and `P B` are positive semidefinite, then so is `P B^N` for
every number `N` of rungs. -/
theorem rungs_nonneg {P B : Matrix n n ℂ} (h : Bᴴ * P = P * B) (h0 : P.PosSemidef)
    (h1 : (P * B).PosSemidef) : ∀ N : ℕ, (P * B ^ N).PosSemidef
  | 0 => by simpa using h0
  | 1 => by simpa using h1
  | N + 2 => by
    -- two further rungs enclose the previous term symmetrically
    have e : P * B ^ (N + 2) = Bᴴ * (P * B ^ N) * B := by
      rw [← mul_assoc Bᴴ P, h, pow_succ, pow_succ']
      simp only [mul_assoc]
    rw [e]
    exact (rungs_nonneg h h0 h1 N).conjTranspose_mul_mul_same B
```

For P = D⁻¹ the input is immediate: D⁻¹B = D⁻¹ W D⁻¹ is positive semidefinite because W is, and it also equals B†D⁻¹.

```lean
/-- The free propagator with one attractive rung: it is positive semidefinite, and the rung can be
attached on either side, for positive definite `D` and positive semidefinite `W`. -/
theorem first_rung {D W : Matrix n n ℂ} (hD : D.PosDef) (hW : W.PosSemidef) :
    (D⁻¹ * (W * D⁻¹)).PosSemidef ∧ (W * D⁻¹)ᴴ * D⁻¹ = D⁻¹ * (W * D⁻¹) := by
  constructor
  · have h := hW.conjTranspose_mul_mul_same D⁻¹
    rwa [hD.inv.isHermitian.eq, mul_assoc] at h
  · rw [Matrix.conjTranspose_mul, hD.inv.isHermitian.eq, hW.isHermitian.eq, mul_assoc]
```

For P = X, multiply the Dyson equation by B from the right and use X B = B†X:

X B = D⁻¹B + X B B = D⁻¹B + B†X B.

Both terms on the right are positive semidefinite.

```lean
/-- The full propagator with one rung splits into the bare one-rung term and a symmetric rest, for
positive definite `D` and `D - W`. -/
theorem one_rung_split {D W : Matrix n n ℂ} (hD : D.PosDef) (hM : (D - W).PosDef) :
    (D - W)⁻¹ * (W * D⁻¹) =
      D⁻¹ * (W * D⁻¹) + (W * D⁻¹)ᴴ * (D - W)⁻¹ * (W * D⁻¹) := by
  rw [intertwine hD hM, ← add_mul, ← dyson hD hM]
```

The increments L_{N+1} − L_N = D⁻¹B^N and the remainders X − L_N = X B^N are thus positive semidefinite for every N. These are the two halves of the next theorem.

```lean
/-- For positive definite `D` and `D - W` and positive semidefinite `W`, each further ladder term
raises the propagator in Loewner order, and every truncation lies below `(D - W)⁻¹`. -/
theorem ladder_increases_below_full {D W : Matrix n n ℂ} (hD : D.PosDef) (hW : W.PosSemidef)
    (hM : (D - W).PosDef) (N : ℕ) :
    (ladder D W (N + 1) - ladder D W N).PosSemidef ∧
      ((D - W)⁻¹ - ladder D W N).PosSemidef := by
  obtain ⟨hp, hc⟩ := first_rung hD hW
  constructor
  · have hs : ladder D W (N + 1) - ladder D W N = D⁻¹ * (W * D⁻¹) ^ N := by
      simp only [ladder, Finset.sum_range_succ, add_sub_cancel_left]
    rw [hs]
    exact rungs_nonneg hc hD.inv.posSemidef hp N
  · rw [truncation_error hD hM]
    refine rungs_nonneg (intertwine hD hM) hM.inv.posSemidef ?_ N
    rw [one_rung_split hD hM]
    exact hp.add (hM.inv.posSemidef.conjTranspose_mul_mul_same _)
```

The 1×1 case shows what the hypotheses do. With D = 1 and W = −1/2, D − W is still positive definite, but L_1 = 1 exceeds the full value 2/3, so it is not enough for W to be Hermitian. With D = 1 and W = 2, the full value is −1 while L_1 = 1, so it is not enough for D − W to be invertible.

## When the underestimate is strict

An enclosed propagator acts on changed amplitudes:

d†(B†A B)d = (Bd)†A(Bd).

```lean
omit [DecidableEq n] in
/-- A symmetric enclosure of a propagator acts as the same propagator on changed amplitudes. -/
theorem response_enclosed (A B : Matrix n n ℂ) (d : n → ℂ) :
    response (Bᴴ * A * B) d = response A (B *ᵥ d) := by
  unfold response
  rw [← Matrix.mulVec_mulVec, ← Matrix.mulVec_mulVec, Matrix.dotProduct_mulVec,
    ← Matrix.star_mulVec]
```

Suppose Bd ≠ 0, meaning that the attraction acts on the bare response D⁻¹d. Then d†X B^N d > 0 for every N:

- For N = 0, d ≠ 0 and X is positive definite.
- For N = 1, d†X B d = d†D⁻¹B d + (Bd)†X(Bd), where the first term is nonnegative and the second positive.
- For N + 2, the value is (Bd)†X B^N(Bd), which is the case N for the amplitudes Bd.

The last step needs B(Bd) ≠ 0. This follows from

0 < (Bd)†D⁻¹(Bd) = d†D⁻¹B(Bd).

Because the amplitudes change, `pos` is stated for all `x`. The sign `<` between complex numbers means equal imaginary parts and ordered real parts.

```lean
/-- Let `D` and `D - W` be positive definite and `W` positive semidefinite. Every truncated vertex
strictly underestimates the static polarizability for amplitudes `d` with `W D⁻¹ d ≠ 0`. -/
theorem truncated_response_lt {D W : Matrix n n ℂ} (hD : D.PosDef) (hW : W.PosSemidef)
    (hM : (D - W).PosDef) (N : ℕ) (d : n → ℂ) (hd : (W * D⁻¹) *ᵥ d ≠ 0) :
    response (ladder D W N) d < response (D - W)⁻¹ d := by
  obtain ⟨hp, hc⟩ := first_rung hD hW
  have pos : ∀ N : ℕ, ∀ x : n → ℂ, (W * D⁻¹) *ᵥ x ≠ 0 →
      0 < response ((D - W)⁻¹ * (W * D⁻¹) ^ N) x := by
    intro N
    induction N using Nat.twoStepInduction with
    | zero =>
      intro x hx
      have hx0 : x ≠ 0 := by
        rintro rfl
        exact hx (Matrix.mulVec_zero _)
      rw [pow_zero, mul_one]
      exact hM.inv.dotProduct_mulVec_pos hx0
    | one =>
      intro x hx
      have h1 : 0 ≤ response (D⁻¹ * (W * D⁻¹)) x := hp.dotProduct_mulVec_nonneg x
      have h2 : 0 < response ((W * D⁻¹)ᴴ * (D - W)⁻¹ * (W * D⁻¹)) x := by
        rw [response_enclosed]
        exact hM.inv.dotProduct_mulVec_pos hx
      rw [pow_one, one_rung_split hD hM]
      have h3 := add_pos_of_nonneg_of_pos h1 h2
      unfold response at h3 ⊢
      rwa [Matrix.add_mulVec, dotProduct_add]
    | more N ih _ =>
      intro x hx
      have e : (D - W)⁻¹ * (W * D⁻¹) ^ (N + 2) =
          (W * D⁻¹)ᴴ * ((D - W)⁻¹ * (W * D⁻¹) ^ N) * (W * D⁻¹) := by
        rw [← mul_assoc (W * D⁻¹)ᴴ, intertwine hD hM, pow_succ, pow_succ']
        simp only [mul_assoc]
      rw [e, response_enclosed]
      refine ih _ fun h0 => ?_
      -- a second rung cannot annihilate what the first one left
      have h := hD.inv.dotProduct_mulVec_pos hx
      change 0 < response D⁻¹ ((W * D⁻¹) *ᵥ x) at h
      rw [← response_enclosed, hc] at h
      unfold response at h
      rw [← Matrix.mulVec_mulVec, ← Matrix.mulVec_mulVec, h0, Matrix.mulVec_zero,
        dotProduct_zero] at h
      exact lt_irrefl _ h
  have h := pos N d hd
  rw [← truncation_error hD hM] at h
  unfold response at h ⊢
  rw [Matrix.sub_mulVec, dotProduct_sub] at h
  exact sub_pos.mp h
```

## A geometric bound on the missing part

Let C = qD − W be positive semidefinite. Then D − W = (1 − q)D + C is positive definite without further assumption (`hM`). Put Y = qX − X B, which measures how far the first rung shrinks X beyond the factor q. Since C D⁻¹ = q − B,

Y = X C D⁻¹ = X [(1 − q)C + C D⁻¹C] X,

which is positive semidefinite (`hY`). So is Y B (`hYB`), because

q Y B = (q − B)† X B (q − B) + B†Y B.

Y also satisfies B†Y = Y B (`hcY`), so the two-rung argument makes every Y B^N positive semidefinite. The bound follows by induction from

q^{N+1} X − X B^{N+1} = q (q^N X − X B^N) + Y B^N.

```lean
/-- If `D` is positive definite, `W` positive semidefinite and `W ≤ q D` in Loewner order with
`0 < q < 1`, then `N` ladder terms miss at most `q^N (D - W)⁻¹`. -/
theorem truncation_error_le {D W : Matrix n n ℂ} (hD : D.PosDef) (hW : W.PosSemidef)
    {q : ℝ} (hq0 : 0 < q) (hq1 : q < 1) (hq : ((q : ℂ) • D - W).PosSemidef) (N : ℕ) :
    ((q : ℂ) ^ N • (D - W)⁻¹ - ((D - W)⁻¹ - ladder D W N)).PosSemidef := by
  have hqc : (0 : ℂ) < (q : ℂ) := by exact_mod_cast hq0
  have hrc : (0 : ℂ) < 1 - (q : ℂ) := by exact_mod_cast sub_pos.2 hq1
  obtain ⟨C, hC⟩ : ∃ C, C = (q : ℂ) • D - W := ⟨_, rfl⟩
  rw [← hC] at hq
  have hsplit : D - W = (1 - (q : ℂ)) • D + C := by rw [hC]; module
  have hM : (D - W).PosDef := by
    rw [hsplit]
    exact (hD.smul hrc).add_posSemidef hq
  have hXB : ((D - W)⁻¹ * (W * D⁻¹)).PosSemidef := by
    have h := (ladder_increases_below_full hD hW hM 1).2
    rwa [truncation_error hD hM, pow_one] at h
  have hc := intertwine hD hM
  -- the first rung shrinks the full propagator at least by the factor q
  have hY : ((q : ℂ) • (D - W)⁻¹ - (D - W)⁻¹ * (W * D⁻¹)).PosSemidef := by
    have e1 : (1 - (q : ℂ)) • C + C * D⁻¹ * C = C * D⁻¹ * (D - W) := by
      rw [hsplit, mul_add, Matrix.mul_smul, mul_assoc C D⁻¹ D, (inverse_pair hD).2, mul_one]
    have e2 : C * D⁻¹ = (q : ℂ) • (1 : Matrix n n ℂ) - W * D⁻¹ := by
      rw [hC, sub_mul, Matrix.smul_mul, (inverse_pair hD).1]
    have h1 := hD.inv.posSemidef.conjTranspose_mul_mul_same C
    rw [hq.isHermitian.eq] at h1
    have h2 := ((hq.smul hrc.le).add h1).conjTranspose_mul_mul_same (D - W)⁻¹
    rwa [hM.inv.isHermitian.eq, e1, mul_assoc, mul_assoc (C * D⁻¹), (inverse_pair hM).1,
      mul_one, e2, mul_sub, Matrix.mul_smul, mul_one] at h2
  generalize hB : W * D⁻¹ = B at hXB hc hY
  rw [truncation_error hD hM, hB]
  generalize (D - W)⁻¹ = X at hXB hc hY ⊢
  -- the second rung does so too
  have hYB : (((q : ℂ) • X - X * B) * B).PosSemidef := by
    have hL : ((q : ℂ) • (1 : Matrix n n ℂ) - B)ᴴ = (q : ℂ) • (1 : Matrix n n ℂ) - Bᴴ := by
      simp [Matrix.conjTranspose_sub, Matrix.conjTranspose_smul]
    have h := (hXB.conjTranspose_mul_mul_same ((q : ℂ) • (1 : Matrix n n ℂ) - B)).add
      (hY.conjTranspose_mul_mul_same B)
    have e : ((q : ℂ) • (1 : Matrix n n ℂ) - B)ᴴ * (X * B) * ((q : ℂ) • (1 : Matrix n n ℂ) - B)
        + Bᴴ * ((q : ℂ) • X - X * B) * B = (q : ℂ) • (((q : ℂ) • X - X * B) * B) := by
      rw [hL]
      simp only [sub_mul, mul_sub, Matrix.smul_mul, Matrix.mul_smul, one_mul, mul_one, mul_assoc]
      module
    rw [e] at h
    have h' := h.smul (inv_pos.2 hqc).le
    rwa [smul_smul, inv_mul_cancel₀ hqc.ne', one_smul] at h'
  have hcY : Bᴴ * ((q : ℂ) • X - X * B) = ((q : ℂ) • X - X * B) * B := by
    rw [mul_sub, Matrix.mul_smul, ← mul_assoc, hc, sub_mul, Matrix.smul_mul]
  -- hence all rungs do, and the factors accumulate
  induction N with
  | zero => simpa using (Matrix.PosSemidef.zero : (0 : Matrix n n ℂ).PosSemidef)
  | succ N ih =>
    have e : (q : ℂ) ^ (N + 1) • X - X * B ^ (N + 1) =
        (q : ℂ) • ((q : ℂ) ^ N • X - X * B ^ N) + ((q : ℂ) • X - X * B) * B ^ N := by
      rw [pow_succ' B, sub_mul, Matrix.smul_mul, mul_assoc]
      module
    rw [e]
    exact (ih.smul hqc.le).add (rungs_nonneg hcY hY hYB N)

end

end LadderVertexPolarizability
```

For W = qD one has B = q, and the missing part equals the bound.

For given amplitudes d, the truncated ladder can be evaluated without forming the matrix L_N. One solves D y_0 = d, which is a division by energy differences when D is diagonal, then repeats D y_{k+1} = W y_k and adds up the numbers d†y_k. The full ladder can be obtained from the solution x of (D − W)x = d. If r_N is the sum of the first N numbers and r = d†x, the theorems give, for N ≥ 1,

r_N ≤ r ≤ r_N / (1 − q^N).

With q = 1/2, three terms fix r to between r_3 and (8/7) r_3. Any q between 0 and 1 will do that is not below the largest eigenvalue λ of W v = λ D v.

```lean
#print axioms LadderVertexPolarizability.ladder_increases_below_full
#print axioms LadderVertexPolarizability.truncated_response_lt
#print axioms LadderVertexPolarizability.truncation_error_le
```

```
'LadderVertexPolarizability.ladder_increases_below_full' depends on axioms: [propext, Classical.choice, Quot.sound]
'LadderVertexPolarizability.truncated_response_lt' depends on axioms: [propext, Classical.choice, Quot.sound]
'LadderVertexPolarizability.truncation_error_le' depends on axioms: [propext, Classical.choice, Quot.sound]
```
